# The substitution \(r=s^2\) maps the radial Coulomb equation to a radial oscillator equation

For all real \(L\), \(Z\) and \(E\), a function \(u\) satisfies

\[ -\tfrac12u''(r)+\Big(\frac{L(L+1)}{2r^2}-\frac Zr\Big)u(r)=E\,u(r),\qquad r>0, \]

if and only if \(w(s)=u(s^2)/\sqrt s\) satisfies

\[ -\tfrac12w''(s)+\Big(\frac{M(M+1)}{2s^2}-4E\,s^2\Big)w(s)=4Z\,w(s),\qquad s>0,\quad M=2L+\tfrac12. \]

The Coulomb energy \(E\) becomes the spring constant \(-8E\), which is positive for \(E<0\), and the charge \(Z\) becomes the energy \(4Z\). Every solution of the oscillator equation with these parameters therefore supplies a solution of the Coulomb equation. For an electron in three dimensions \(L=0,1,2,\dots\), so \(M=\tfrac12,\tfrac52,\dots\) is never an integer, and the oscillator equation is not that of the three-dimensional isotropic oscillator.

```lean
import Mathlib

open Filter Topology

namespace CoulombOscillator

noncomputable section
```

## Solutions on the half-line

Units are atomic, \(\hbar=m=e^2/(4\pi\varepsilon_0)=1\), and \(u\) is the reduced radial function, so no first derivative appears in the equation. In `SolvesRadial V E u`, the functions `p` and `q` are \(u'\) and \(u''\) on \(r>0\). Boundary conditions at \(0\) and \(\infty\) and normalisability are not required, so the predicate describes solutions of the differential equation, not bound states. Even \(u=0\) satisfies it.

```lean
/-- The function `u` is twice differentiable on `r > 0` and satisfies the radial
Schrödinger equation `-u''/2 + V u = E u` there. -/
def SolvesRadial (V : ℝ → ℝ) (E : ℝ) (u : ℝ → ℝ) : Prop :=
  ∃ p q : ℝ → ℝ, ∀ r : ℝ, 0 < r →
    HasDerivAt u (p r) r ∧ HasDerivAt p (q r) r ∧ -(q r) / 2 + V r * u r = E * u r
```

The Coulomb potential includes the centrifugal term. Its parameter \(L\) is any real number, which leaves room for dimensions other than three.

```lean
/-- Coulomb potential `-Z/r` with the centrifugal term of angular parameter `L`, for `r > 0`. -/
def coulombPotential (L Z r : ℝ) : ℝ := L * (L + 1) / (2 * r ^ 2) - Z / r
```

The oscillator potential is \(M(M+1)/(2s^2)+\kappa s^2/2\). The spring constant \(\kappa\) may have either sign.

```lean
/-- Harmonic potential of spring constant `κ` with the centrifugal term of angular
parameter `M`, for `s > 0`. -/
def oscillatorPotential (M κ s : ℝ) : ℝ := M * (M + 1) / (2 * s ^ 2) + κ / 2 * s ^ 2
```

Derivatives at \(r>0\) depend only on values near \(r\), and a small neighbourhood of \(r\) stays in the half-line. Two functions that agree for \(r>0\) therefore solve the same equations.

```lean
/-- Whether a function solves the radial equation depends only on its values at `r > 0`. -/
theorem SolvesRadial.congr {V : ℝ → ℝ} {E : ℝ} {f g : ℝ → ℝ} (h : SolvesRadial V E f)
    (hfg : ∀ r : ℝ, 0 < r → g r = f r) : SolvesRadial V E g := by
  obtain ⟨p, q, H⟩ := h
  refine ⟨p, q, fun r hr => ?_⟩
  obtain ⟨h1, h2, h3⟩ := H r hr
  refine ⟨h1.congr_of_eventuallyEq ?_, h2, ?_⟩
  · filter_upwards [Ioi_mem_nhds hr] with x hx using hfg x hx
  · rw [hfg r hr]
    exact h3
```

## From Coulomb to oscillator

Differentiate \(w(s)=s^{-1/2}u(s^2)\):

\[ w'=2s^{1/2}u'(s^2)-\tfrac12s^{-3/2}u(s^2). \]

In the second derivative the two terms \(\pm s^{-1/2}u'(s^2)\) cancel, leaving

\[ w''=4s^{3/2}u''(s^2)+\tfrac34s^{-5/2}u(s^2). \]

The Coulomb equation at \(r=s^2\) gives \(u''(s^2)=\big(L(L+1)/s^4-2Z/s^2-2E\big)u(s^2)\), hence

\[ w''=\Big(\frac{4L(L+1)+\frac34}{s^2}-8Z-8E\,s^2\Big)w. \]

Since \(4L(L+1)+\tfrac34=(2L+\tfrac12)(2L+\tfrac32)=M(M+1)\), this is the oscillator equation. The proof supplies \(w'\) and \(w''\) explicitly, and `hQ` is the Coulomb equation solved for \(u''\).

```lean
/-- If `u` solves the Coulomb equation, then `u(s²)/√s` solves the oscillator equation with
`M = 2L + 1/2`, spring constant `-8E` and energy `4Z`. -/
theorem coulomb_to_oscillator {L Z E : ℝ} {u : ℝ → ℝ}
    (h : SolvesRadial (coulombPotential L Z) E u) :
    SolvesRadial (oscillatorPotential (2 * L + 1 / 2) (-8 * E)) (4 * Z)
      (fun s => u (s ^ 2) / √s) := by
  obtain ⟨p, q, H⟩ := h
  refine ⟨fun s => 2 * √s * p (s ^ 2) - u (s ^ 2) / (2 * √s ^ 3),
    fun s => 4 * √s ^ 3 * q (s ^ 2) + 3 * u (s ^ 2) / (4 * √s ^ 5), fun s hs => ?_⟩
  obtain ⟨h1, h2, h3⟩ := H (s ^ 2) (by positivity)
  have ht : √s ≠ 0 := (Real.sqrt_pos.2 hs).ne'
  have hsq : HasDerivAt (fun x : ℝ => x ^ 2) (2 * √s ^ 2) s := by
    rw [Real.sq_sqrt hs.le]
    simpa using hasDerivAt_pow 2 s
  have hr : HasDerivAt (fun x : ℝ => √x) (1 / (2 * √s)) s := Real.hasDerivAt_sqrt hs.ne'
  have hu : HasDerivAt (fun x => u (x ^ 2)) (p (s ^ 2) * (2 * √s ^ 2)) s :=
    HasDerivAt.comp (h₂ := u) (h := fun x : ℝ => x ^ 2) s h1 hsq
  have hp : HasDerivAt (fun x => p (x ^ 2)) (q (s ^ 2) * (2 * √s ^ 2)) s :=
    HasDerivAt.comp (h₂ := p) (h := fun x : ℝ => x ^ 2) s h2 hsq
  refine ⟨(hu.fun_div hr ht).congr_deriv (by field), ?_, ?_⟩
  · -- the terms with the first derivative of `u` cancel
    have hd := ((hr.const_mul 2).fun_mul hp).fun_sub
      (hu.fun_div ((hr.fun_pow 3).const_mul 2) (by positivity))
    exact hd.congr_deriv (by norm_num; field)
  · -- insert the Coulomb equation at `r = s²`
    have hQ : q (s ^ 2) = 2 * (coulombPotential L Z (s ^ 2) - E) * u (s ^ 2) := by
      linear_combination (-2) * h3
    simp only [hQ, coulombPotential, oscillatorPotential]
    generalize u (s ^ 2) = U
    obtain ⟨t, ht0, rfl⟩ : ∃ t : ℝ, 0 < t ∧ s = t ^ 2 :=
      ⟨√s, Real.sqrt_pos.2 hs, (Real.sq_sqrt hs.le).symm⟩
    rw [Real.sqrt_sq ht0.le]
    field
```

## How `congr_deriv` turns calculus into algebra

Mathlib's rules for `HasDerivAt` produce a derivative in the form dictated by the product, quotient and chain rules, which is rarely the form one wants. `HasDerivAt.congr_deriv` accepts a different expression once the two are proved equal. After the rules have been applied, the cancellation of the \(u'\) terms is thus an identity between fractions, which the tactic `field` proves.

The square roots need some care, because `field` does not by itself use \((\sqrt s)^2=s\). The derivative of \(s^2\) is therefore written as `2 * √s ^ 2`, so that only \(\sqrt s\) occurs. In the final equation, where the potential brings in \(s\) itself, the proof sets \(s=t^2\) with \(t>0\), and everything becomes rational in \(t\).

## From oscillator to Coulomb

The inverse map is \(u(r)=r^{1/4}w(\sqrt r)\), with

\[ u'=\tfrac14r^{-3/4}w(\sqrt r)+\tfrac12r^{-1/4}w'(\sqrt r),\qquad
u''=\tfrac14r^{-3/4}w''(\sqrt r)-\tfrac3{16}r^{-7/4}w(\sqrt r). \]

The terms \(\pm\tfrac18r^{-5/4}w'(\sqrt r)\) have cancelled. Inserting \(w''(\sqrt r)=\big(M(M+1)/r-8Er-8Z\big)w(\sqrt r)\) gives

\[ u''=\Big(\frac{M(M+1)-\frac34}{4r^2}-\frac{2Z}r-2E\Big)u
=\Big(\frac{L(L+1)}{r^2}-\frac{2Z}r-2E\Big)u. \]

In Lean \(r^{1/4}\) is `√(√r)`, and the last step sets \(r=a^4\).

```lean
/-- If `w` solves the oscillator equation with `M = 2L + 1/2`, spring constant `-8E` and
energy `4Z`, then `r^(1/4) w(√r)` solves the Coulomb equation. -/
theorem oscillator_to_coulomb {L Z E : ℝ} {w : ℝ → ℝ}
    (h : SolvesRadial (oscillatorPotential (2 * L + 1 / 2) (-8 * E)) (4 * Z) w) :
    SolvesRadial (coulombPotential L Z) E (fun r => √(√r) * w (√r)) := by
  obtain ⟨p, q, H⟩ := h
  refine ⟨fun r => w (√r) / (4 * √(√r) ^ 3) + p (√r) / (2 * √(√r)),
    fun r => q (√r) / (4 * √(√r) ^ 3) - 3 * w (√r) / (16 * √(√r) ^ 7), fun r hr => ?_⟩
  have hs : 0 < √r := Real.sqrt_pos.2 hr
  have ha : √(√r) ≠ 0 := (Real.sqrt_pos.2 hs).ne'
  obtain ⟨h1, h2, h3⟩ := H (√r) hs
  have hR : HasDerivAt (fun x : ℝ => √x) (1 / (2 * √(√r) ^ 2)) r := by
    rw [Real.sq_sqrt hs.le]
    exact Real.hasDerivAt_sqrt hr.ne'
  have hA : HasDerivAt (fun x : ℝ => √(√x)) (1 / (2 * √(√r)) * (1 / (2 * √(√r) ^ 2))) r :=
    (Real.hasDerivAt_sqrt hs.ne').comp r hR
  have hw : HasDerivAt (fun x => w (√x)) (p (√r) * (1 / (2 * √(√r) ^ 2))) r := h1.comp r hR
  have hp : HasDerivAt (fun x => p (√x)) (q (√r) * (1 / (2 * √(√r) ^ 2))) r := h2.comp r hR
  refine ⟨(hA.fun_mul hw).congr_deriv (by field), ?_, ?_⟩
  · have hd := (hw.fun_div ((hA.fun_pow 3).const_mul 4) (by positivity)).fun_add
      (hp.fun_div (hA.const_mul 2) (by positivity))
    exact hd.congr_deriv (by simp only [Nat.cast_ofNat, Nat.reduceSub]; field)
  · -- insert the oscillator equation at `s = √r`
    have hQ : q (√r) =
        2 * (oscillatorPotential (2 * L + 1 / 2) (-8 * E) (√r) - 4 * Z) * w (√r) := by
      linear_combination (-2) * h3
    simp only [hQ, coulombPotential, oscillatorPotential]
    generalize w (√r) = W
    obtain ⟨a, ha0, rfl⟩ : ∃ a : ℝ, 0 < a ∧ r = (a ^ 2) ^ 2 :=
      ⟨√(√r), Real.sqrt_pos.2 hs, by rw [Real.sq_sqrt hs.le, Real.sq_sqrt hr.le]⟩
    rw [Real.sqrt_sq (sq_nonneg a), Real.sqrt_sq ha0.le]
    field
```

Applying one map after the other returns the original function for \(r>0\):

\[ r^{1/4}\,\frac{u\big((\sqrt r)^2\big)}{\sqrt{\sqrt r}}=u(r). \]

With `SolvesRadial.congr`, this gives the equivalence.

```lean
/-- Coulomb-oscillator map: `u` solves the Coulomb equation with charge `Z` and energy `E`
exactly when `u(s²)/√s` solves the oscillator equation with `M = 2L + 1/2`, spring constant
`-8E` and energy `4Z`. -/
theorem coulomb_iff_oscillator (L Z E : ℝ) (u : ℝ → ℝ) :
    SolvesRadial (coulombPotential L Z) E u ↔
      SolvesRadial (oscillatorPotential (2 * L + 1 / 2) (-8 * E)) (4 * Z)
        (fun s => u (s ^ 2) / √s) := by
  refine ⟨coulomb_to_oscillator, fun h => (oscillator_to_coulomb h).congr fun r hr => ?_⟩
  have ha : √(√r) ≠ 0 := (Real.sqrt_pos.2 (Real.sqrt_pos.2 hr)).ne'
  rw [Real.sq_sqrt hr.le, mul_div_cancel₀ _ ha]
```

## An explicit solution on each side

Let \(w(s)=s^{M+1}e^{-\omega s^2/2}\). Its logarithmic derivative is \(g=(M+1)/s-\omega s\), so \(w'=gw\) and

\[ w''=(g'+g^2)w=\Big(\frac{M(M+1)}{s^2}-\omega(2M+3)+\omega^2s^2\Big)w. \]

This is the oscillator equation with \(\kappa=\omega^2\) and energy \(\omega(M+\tfrac32)\). It holds for either sign of \(\omega\); the function decays at large \(s\) when \(\omega>0\).

```lean
/-- The function `s^(M+1) exp(-ω s²/2)` solves the radial oscillator equation of spring constant
`ω²` at energy `ω (M + 3/2)`. -/
theorem oscillator_nodeless (M ω : ℝ) :
    SolvesRadial (oscillatorPotential M (ω ^ 2)) (ω * (M + 3 / 2))
      (fun s => s ^ (M + 1) * Real.exp (-(ω * s ^ 2 / 2))) := by
  -- the logarithmic derivative is `(M+1)/s - ω s`
  have hw : ∀ s : ℝ, 0 < s → HasDerivAt
      (fun x : ℝ => x ^ (M + 1) * Real.exp (-(ω * x ^ 2 / 2)))
      (((M + 1) / s - ω * s) * (s ^ (M + 1) * Real.exp (-(ω * s ^ 2 / 2)))) s := by
    intro s hs
    have hpow : HasDerivAt (fun x : ℝ => x ^ (M + 1)) ((M + 1) * (s ^ (M + 1) / s)) s := by
      rw [← Real.rpow_sub_one hs.ne']
      exact Real.hasDerivAt_rpow_const (Or.inl hs.ne')
    have hsq : HasDerivAt (fun x : ℝ => x ^ 2) (2 * s) s := by
      simpa using hasDerivAt_pow 2 s
    have hexp := (((hsq.const_mul ω).div_const 2).fun_neg).exp
    refine (hpow.fun_mul hexp).congr_deriv ?_
    generalize s ^ (M + 1) = A
    generalize Real.exp (-(ω * s ^ 2 / 2)) = B
    field
  refine ⟨_, fun s => (-(M + 1) / s ^ 2 - ω + ((M + 1) / s - ω * s) ^ 2) *
    (s ^ (M + 1) * Real.exp (-(ω * s ^ 2 / 2))), fun s hs => ⟨hw s hs, ?_, ?_⟩⟩
  · have hg := ((hasDerivAt_const s (M + 1)).fun_div (hasDerivAt_id' s) hs.ne').fun_sub
      ((hasDerivAt_id' s).const_mul ω)
    refine (hg.fun_mul (hw s hs)).congr_deriv ?_
    beta_reduce
    generalize s ^ (M + 1) * Real.exp (-(ω * s ^ 2 / 2)) = W
    field
  · simp only [oscillatorPotential]
    generalize s ^ (M + 1) * Real.exp (-(ω * s ^ 2 / 2)) = W
    field
```

Now match parameters: \(\omega^2=-8E\) and \(4Z=\omega(M+\tfrac32)\), with \(M=2L+\tfrac12\). The inverse map gives

\[ r^{1/4}(\sqrt r)^{2L+3/2}e^{-\omega r/2}=r^{L+1}e^{-\omega r/2}. \]

The proof adds the exponents with the rules for real powers, valid because \(r>0\).

```lean
/-- If `ω² = -8E` and `4Z = ω (M + 3/2)` with `M = 2L + 1/2`, then `r^(L+1) exp(-ω r/2)`
solves the Coulomb equation with charge `Z` at energy `E`. -/
theorem coulomb_nodeless {L Z E ω : ℝ} (hω : ω ^ 2 = -8 * E)
    (hZ : 4 * Z = ω * (2 * L + 1 / 2 + 3 / 2)) :
    SolvesRadial (coulombPotential L Z) E
      (fun r => r ^ (L + 1) * Real.exp (-(ω * r / 2))) := by
  have h := oscillator_nodeless (2 * L + 1 / 2) ω
  rw [hω, ← hZ] at h
  refine (oscillator_to_coulomb h).congr fun r hr => ?_
  have hpow : r ^ (L + 1) = √(√r) * (√r) ^ (2 * L + 1 / 2 + 1) := by
    simp only [Real.sqrt_eq_rpow]
    rw [← Real.rpow_mul hr.le, ← Real.rpow_mul hr.le, ← Real.rpow_add hr]
    congr 1
    ring
  rw [Real.sq_sqrt hr.le, hpow, mul_assoc]
```

## The energy formula

For \(\omega>0\) and \(M\ge-\tfrac12\), the oscillator level with \(k\) radial nodes at \(s>0\), whose function behaves as \(s^{M+1}\) near the origin, has energy \(\omega(2k+M+\tfrac32)\). Here that expression enters as the hypothesis `hZ`; it is backed by an explicit solution above only for \(k=0\). With \(M=2L+\tfrac12\),

\[ 4Z=\omega(2k+2L+2)\;\Rightarrow\; Z=\tfrac12\omega(k+L+1), \]

and \(\omega^2=-8E\) then gives

\[ E=-\frac{Z^2}{2(k+L+1)^2},\qquad k+L+1\ne0. \]

The theorem is this algebra, not a determination of the Coulomb spectrum. If \(k+L+1=0\), the relations force \(Z=0\) and leave \(E\) undetermined by \(Z\).

```lean
/-- The relations `ω² = -8E` and `4Z = ω (2k + M + 3/2)` with `M = 2L + 1/2` give
`E = -Z²/(2(k + L + 1)²)` whenever `k + L + 1` is nonzero. -/
theorem coulomb_energy {L Z E ω : ℝ} (k : ℕ) (hk : (k : ℝ) + L + 1 ≠ 0)
    (hω : ω ^ 2 = -8 * E) (hZ : 4 * Z = ω * (2 * k + (2 * L + 1 / 2) + 3 / 2)) :
    E = -Z ^ 2 / (2 * ((k : ℝ) + L + 1) ^ 2) := by
  have hZ' : Z = ω * ((k : ℝ) + L + 1) / 2 := by linear_combination hZ / 4
  rw [eq_div_iff (mul_ne_zero two_ne_zero (pow_ne_zero 2 hk)), hZ']
  linear_combination (((k : ℝ) + L + 1) ^ 2 / 4) * hω
```

## The planar case

For an electron confined to a plane, with the potential still \(-Z/r\), writing the zero-angular-momentum wavefunction as \(u(r)/\sqrt r\) produces the centrifugal term \(-1/(8r^2)\), which is \(L=-\tfrac12\). Then \(M=-\tfrac12\), the relation \(4Z=\omega(M+\tfrac32)\) reads \(\omega=4Z\), and

\[ E=-\frac{\omega^2}8=-2Z^2,\qquad u(r)=\sqrt r\,e^{-2Zr}. \]

For \(Z>0\) the function normalised by \(\int_0^\infty u^2\,dr=1\) is \(4Z\sqrt r\,e^{-2Zr}\); the Lean statement uses the unnormalised one and allows any real \(Z\).

```lean
/-- For `L = -1/2` and `M = 2L + 1/2 = -1/2`, the relations `ω² = -8E` and `4Z = ω (M + 3/2)` give
`E = -2Z²`, and `√r exp(-2Zr)` solves the Coulomb equation at this energy. -/
theorem planar_coulomb {Z E ω : ℝ} (hω : ω ^ 2 = -8 * E)
    (hZ : 4 * Z = ω * (2 * (-1 / 2) + 1 / 2 + 3 / 2)) :
    E = -2 * Z ^ 2 ∧ SolvesRadial (coulombPotential (-1 / 2) Z) E
      (fun r => √r * Real.exp (-(2 * Z * r))) := by
  have h4 : ω = 4 * Z := by linarith
  refine ⟨?_, (coulomb_nodeless hω hZ).congr fun r _ => ?_⟩
  · rw [h4] at hω
    linear_combination hω / 8
  · rw [h4, Real.sqrt_eq_rpow, show (-1 / 2 : ℝ) + 1 = 1 / 2 by norm_num,
      show 4 * Z * r / 2 = 2 * Z * r by ring]

end

end CoulombOscillator
```

```lean
#print axioms CoulombOscillator.coulomb_iff_oscillator
-- 'CoulombOscillator.coulomb_iff_oscillator' depends on axioms: [propext, Classical.choice, Quot.sound]
#print axioms CoulombOscillator.coulomb_energy
-- 'CoulombOscillator.coulomb_energy' depends on axioms: [propext, Classical.choice, Quot.sound]
#print axioms CoulombOscillator.planar_coulomb
-- 'CoulombOscillator.planar_coulomb' depends on axioms: [propext, Classical.choice, Quot.sound]
```
